# The Trapezoid Rule with an End-Slope Correction Is Exact for Cubic Polynomials

Let p be a real polynomial of degree at most 3 with derivative p', and cut the interval from a to b into N ≥ 1 equal panels of width h = (b − a)/N. The composite trapezoid sum of p, minus (h²/12)(p'(b) − p'(a)), equals the integral of p from a to b.

```lean
import Mathlib

open Polynomial

namespace TrapezoidEndCorrection

noncomputable section

/-- The width of each panel when `[a, b]` is cut into `N` equal panels. -/
def panelWidth (a b : ℝ) (N : ℕ) : ℝ := (b - a) / N

/-- The composite trapezoid sum of `f` over `N` panels of width `h`, starting at `a`. -/
def trapezoidSum (f : ℝ → ℝ) (a h : ℝ) (N : ℕ) : ℝ :=
  ∑ i ∈ Finset.range N, h / 2 * (f (a + i * h) + f (a + ((i : ℝ) + 1) * h))

/-- The composite trapezoid sum is `h` times the sum of all grid values, with half of
each of the two end values removed. -/
theorem trapezoidSum_eq_grid_sum (f : ℝ → ℝ) (a h : ℝ) (N : ℕ) :
    trapezoidSum f a h N =
      h * (∑ i ∈ Finset.range (N + 1), f (a + i * h) - (f a + f (a + N * h)) / 2) := by
  induction N with
  | zero => simp [trapezoidSum]
  | succ n ih =>
    simp only [trapezoidSum] at ih
    rw [trapezoidSum, Finset.sum_range_succ, ih, Finset.sum_range_succ _ (n + 1),
      Nat.cast_add, Nat.cast_one]
    ring

/-- On a single panel, the slope-corrected trapezoid area of a polynomial of degree at most 4
differs from the integral by `-h ^ 5 / 30` times the quartic coefficient. -/
theorem panel_error (p : ℝ[X]) (hp : p.natDegree ≤ 4) (x h : ℝ) :
    h / 2 * (p.eval x + p.eval (x + h))
        - h ^ 2 / 12 * (p.derivative.eval (x + h) - p.derivative.eval x) =
      (∫ t in x..(x + h), p.eval t) - h ^ 5 / 30 * p.coeff 4 := by
  -- values and slopes in terms of the coefficients
  have hv : ∀ t : ℝ, p.eval t = p.coeff 0 + p.coeff 1 * t + p.coeff 2 * t ^ 2
      + p.coeff 3 * t ^ 3 + p.coeff 4 * t ^ 4 := by
    intro t
    rw [Polynomial.eval_eq_sum_range' (n := 5) (by omega)]
    simp [Finset.sum_range_succ]
  have hs : ∀ t : ℝ, p.derivative.eval t = p.coeff 1 + 2 * p.coeff 2 * t
      + 3 * p.coeff 3 * t ^ 2 + 4 * p.coeff 4 * t ^ 3 := by
    intro t
    have hd := Polynomial.natDegree_derivative_le p
    rw [Polynomial.eval_eq_sum_range' (n := 4) (by omega)]
    simp [Finset.sum_range_succ, Polynomial.coeff_derivative]
    ring
  -- an explicit antiderivative
  let Q : ℝ[X] := C (p.coeff 0) * X + C (p.coeff 1 / 2) * X ^ 2 + C (p.coeff 2 / 3) * X ^ 3
    + C (p.coeff 3 / 4) * X ^ 4 + C (p.coeff 4 / 5) * X ^ 5
  have hQ : ∀ t : ℝ, Q.eval t = p.coeff 0 * t + p.coeff 1 / 2 * t ^ 2
      + p.coeff 2 / 3 * t ^ 3 + p.coeff 3 / 4 * t ^ 4 + p.coeff 4 / 5 * t ^ 5 := by
    intro t
    simp only [Q, eval_add, eval_mul, eval_C, eval_X, eval_pow]
  have hder : ∀ t : ℝ, HasDerivAt (fun s => Q.eval s) (p.eval t) t := by
    intro t
    refine (Q.hasDerivAt t).congr_deriv ?_
    rw [hv t]
    simp [Q]
    ring
  have hint : (∫ t in x..(x + h), p.eval t) = Q.eval (x + h) - Q.eval x :=
    intervalIntegral.integral_eq_sub_of_hasDerivAt (fun t _ => hder t)
      (p.continuous.intervalIntegrable _ _)
  rw [hint, hQ, hQ, hv x, hv (x + h), hs, hs]
  ring

/-- Over `N` panels, the end-corrected trapezoid sum of a polynomial of degree at most 4
differs from the integral by `-N * h ^ 5 / 30` times the quartic coefficient. -/
theorem composite_error (p : ℝ[X]) (hp : p.natDegree ≤ 4) (a h : ℝ) (N : ℕ) :
    trapezoidSum (fun t => p.eval t) a h N
        - h ^ 2 / 12 * (p.derivative.eval (a + N * h) - p.derivative.eval a) =
      (∫ t in a..(a + N * h), p.eval t) - N * h ^ 5 / 30 * p.coeff 4 := by
  induction N with
  | zero => simp [trapezoidSum]
  | succ n ih =>
    have e : a + ((n : ℝ) + 1) * h = a + n * h + h := by ring
    have hpanel := panel_error p hp (a + n * h) h
    -- the integrals over neighbouring intervals join
    have hjoin := intervalIntegral.integral_add_adjacent_intervals
      (p.continuous.intervalIntegrable (μ := MeasureTheory.volume) a (a + n * h))
      (p.continuous.intervalIntegrable (μ := MeasureTheory.volume) (a + n * h) (a + n * h + h))
    simp only [trapezoidSum] at ih ⊢
    rw [Finset.sum_range_succ, Nat.cast_add, Nat.cast_one, e]
    -- the slopes at the interior grid point cancel
    linear_combination ih + hpanel + hjoin

/-- `N` panels of the common width lead from `a` to `b`, provided there is at least one. -/
theorem last_grid_point (a b : ℝ) {N : ℕ} (hN : 1 ≤ N) :
    a + N * panelWidth a b N = b := by
  have hN' : (N : ℝ) ≠ 0 := Nat.cast_ne_zero.mpr (by omega)
  have h : (N : ℝ) * ((b - a) / N) = b - a := by field_simp
  rw [panelWidth, h]
  ring

/-- For a polynomial of degree at most 3 and at least one panel of width `h`, the composite
trapezoid sum minus `h ^ 2 / 12` times the difference of the end slopes is the integral. -/
theorem trapezoid_end_correction_exact (p : ℝ[X]) (hp : p.natDegree ≤ 3) (a b : ℝ)
    {N : ℕ} (hN : 1 ≤ N) :
    trapezoidSum (fun t => p.eval t) a (panelWidth a b N) N
        - panelWidth a b N ^ 2 / 12 * (p.derivative.eval b - p.derivative.eval a) =
      ∫ t in a..b, p.eval t := by
  have key := composite_error p (by omega) a (panelWidth a b N) N
  have h4 : p.coeff 4 = 0 := Polynomial.coeff_eq_zero_of_natDegree_lt (by omega)
  rw [last_grid_point a b hN, h4, mul_zero, sub_zero] at key
  exact key

/-- Sharpness: on an interval with distinct ends, the end-corrected rule is exact for a
polynomial of degree at most 4 if and only if its quartic coefficient vanishes. -/
theorem end_correction_exact_iff (p : ℝ[X]) (hp : p.natDegree ≤ 4) {a b : ℝ} (hab : a ≠ b)
    {N : ℕ} (hN : 1 ≤ N) :
    trapezoidSum (fun t => p.eval t) a (panelWidth a b N) N
        - panelWidth a b N ^ 2 / 12 * (p.derivative.eval b - p.derivative.eval a) =
      (∫ t in a..b, p.eval t) ↔ p.coeff 4 = 0 := by
  have key := composite_error p hp a (panelWidth a b N) N
  rw [last_grid_point a b hN] at key
  have hN' : (N : ℝ) ≠ 0 := Nat.cast_ne_zero.mpr (by omega)
  have hw : panelWidth a b N ≠ 0 := div_ne_zero (sub_ne_zero.mpr hab.symm) hN'
  have hc : (N : ℝ) * panelWidth a b N ^ 5 / 30 ≠ 0 :=
    div_ne_zero (mul_ne_zero hN' (pow_ne_zero 5 hw)) (by norm_num)
  rw [key]
  constructor
  · intro h
    have hz : (N : ℝ) * panelWidth a b N ^ 5 / 30 * p.coeff 4 = 0 := by linarith
    exact (mul_eq_zero.mp hz).resolve_left hc
  · intro h
    rw [h, mul_zero, sub_zero]

/-- For a polynomial of degree at most 3 with equal slopes at the two ends, the composite
trapezoid sum without correction equals the integral. -/
theorem trapezoid_exact_of_equal_end_slopes (p : ℝ[X]) (hp : p.natDegree ≤ 3) (a b : ℝ)
    {N : ℕ} (hN : 1 ≤ N) (hslope : p.derivative.eval a = p.derivative.eval b) :
    trapezoidSum (fun t => p.eval t) a (panelWidth a b N) N = ∫ t in a..b, p.eval t := by
  have key := trapezoid_end_correction_exact p hp a b hN
  rw [hslope, sub_self, mul_zero, sub_zero] at key
  exact key

end

end TrapezoidEndCorrection
```

```lean
#print axioms TrapezoidEndCorrection.trapezoidSum_eq_grid_sum
-- 'TrapezoidEndCorrection.trapezoidSum_eq_grid_sum' depends on axioms: [propext, Classical.choice, Quot.sound]
#print axioms TrapezoidEndCorrection.end_correction_exact_iff
-- 'TrapezoidEndCorrection.end_correction_exact_iff' depends on axioms: [propext, Classical.choice, Quot.sound]
#print axioms TrapezoidEndCorrection.trapezoid_exact_of_equal_end_slopes
-- 'TrapezoidEndCorrection.trapezoid_exact_of_equal_end_slopes' depends on axioms: [propext, Classical.choice, Quot.sound]
```

## The rule as Lean states it

The main theorem is `trapezoid_end_correction_exact`. Its polynomial `p : ℝ[X]` is a formal object; `p.eval t` is the value p(t), and `p.derivative.eval t` is the slope p'(t). The hypothesis `p.natDegree ≤ 3` admits cubics and everything below them, constants included. The integral is Mathlib's signed interval integral, so a and b may come in either order: if b < a, both h and the integral change sign consistently.

The definition `trapezoidSum` adds the areas of N trapezoids, numbered i = 0, …, N − 1, where panel i runs from a + ih to a + (i + 1)h. The lemma `trapezoidSum_eq_grid_sum` rewrites this in terms of the sum of all grid values, with T for the trapezoid sum and f for any real function:

T = h [ f(a) + f(a + h) + … + f(a + Nh) − (f(a) + f(a + Nh))/2 ]

The condition N ≥ 1 is needed because a sum over no panels is zero, whatever the integral is.

Two further theorems mark the reach of the rule. By `end_correction_exact_iff`, if a ≠ b and p has degree at most 4, the corrected rule is exact precisely when the coefficient of t⁴ vanishes. By `trapezoid_exact_of_equal_end_slopes`, a polynomial of degree at most 3 with p'(a) = p'(b) needs no correction at all.

All of this concerns polynomials in exact real arithmetic. For a general smooth integrand, the Euler–Maclaurin expansion continues with differences of higher odd derivatives at the ends and a remainder. The next term contains p'''(b) − p'''(a), which is zero for a cubic because p''' is constant.

## End slopes in a free-energy integration

In thermodynamic integration for a classical system at fixed temperature, a free-energy difference is the integral over a coupling parameter λ of the canonical average ⟨∂U/∂λ⟩, where U is the potential energy and λ enters the Hamiltonian only through U. The corrected rule integrates this average without quadrature error if it is a polynomial in λ of degree at most 3; sampling error remains.

The end slopes can be estimated from the same simulations that supply the end values, provided the average and the variance below are finite at the end points. With β the reciprocal of Boltzmann's constant times the temperature,

d⟨∂U/∂λ⟩/dλ = ⟨∂²U/∂λ²⟩ − β Var(∂U/∂λ)

where Var is the variance in the ensemble at that λ.

In code, the correction is one line after the ordinary trapezoid sum: subtract h²/12 times the difference p'(b) − p'(a). It takes two slopes, however many panels there are. A simple check of an implementation is to integrate t³ and t⁴ over [0, 1]. The first result should be exact up to rounding, and the second should fall below 1/5 by 1/(30N⁴). Run the check for at least two values of N: at N = 1 the width is h = 1, and a wrong power of h would go unnoticed. With two values, a wrong sign, constant or power of h in the factor h²/12 shows up already in the first integral. Both test functions and their slopes vanish at 0, so a wrong weight or sign at the left end stays hidden on [0, 1]. Repeating the check on [1, 2] tests that end too: t³ is again exact, and t⁴ again falls short of its integral by 1/(30N⁴).

## One panel, worked out by hand

Take a panel from x to x + h and let p have degree at most 4. Expand it about the left end, with s the distance from x:

p(x + s) = d₀ + d₁s + d₂s² + d₃s³ + c₄s⁴

Here d₀, …, d₃ depend on x, but c₄ is the coefficient of t⁴ in p itself, since shifting the variable leaves it unchanged. The trapezoid area is

(h/2)(p(x) + p(x + h)) = d₀h + d₁h²/2 + d₂h³/2 + d₃h⁴/2 + c₄h⁵/2

The slopes differ by

p'(x + h) − p'(x) = 2d₂h + 3d₃h² + 4c₄h³

so the correction to subtract is

(h²/12)(p'(x + h) − p'(x)) = d₂h³/6 + d₃h⁴/4 + c₄h⁵/3

This leaves

d₀h + d₁h²/2 + d₂h³/3 + d₃h⁴/4 + c₄h⁵/6

while the integral of p over the panel is

d₀h + d₁h²/2 + d₂h³/3 + d₃h⁴/4 + c₄h⁵/5

The single factor 1/12 repairs both the quadratic and the cubic term. Only the quartic term disagrees, and the corrected area minus the integral is c₄h⁵(1/6 − 1/5) = −c₄h⁵/30.

Lean proves this as `panel_error`, using the coefficients of p about zero instead of about x. The steps `hv` and `hs` write out values and slopes, `Q` is an explicit antiderivative, and `hder` checks that its derivative is p. The fundamental theorem of calculus then gives the integral as a difference of two values of `Q`, and `ring` compares the two sides.

## From one panel to N

Write xᵢ = a + ih and add the panel identities for i = 0, …, N − 1. The trapezoid areas add up to T, and the integrals join into one integral from a to a + Nh. In the slope terms every interior grid point appears once with each sign, so

Σᵢ (p'(xᵢ₊₁) − p'(xᵢ)) = p'(a + Nh) − p'(a)

The errors are equal on all panels, which gives

T − (h²/12)(p'(a + Nh) − p'(a)) = ∫ p(t) dt − N c₄h⁵/30

with the integral taken from a to a + Nh. This is `composite_error`, proved by induction on the number of panels. In the induction step, `linear_combination ih + hpanel + hjoin` adds the identity for the first n panels, the identity for the new panel and the joining of the two integrals; the slope at their common point cancels in the algebra.

The lemma `last_grid_point` identifies a + Nh with b. If p has degree at most 3, then c₄ = 0 and the main theorem follows. For degree at most 4 and a ≠ b, the factor Nh⁵/30 is nonzero, so the error vanishes only if c₄ does. When the end slopes are equal, the correction in the main theorem is zero and the plain trapezoid sum remains.
